# The multiplier iteration matches stable linear fragments when w > 0 and w‖B‖² < 2m

I have a system cut into fragments, and each fragment carries its own copy of the variables at the cut. The fragments are solved separately, and a multiplier l, which acts as a force on the shared variables, is adjusted until the copies agree. With x the variables of all fragments together, A their stiffness, f the external load and Bx = c the matching conditions, I solve Ax = f − Bᵀl, then replace l by l + w(Bx − c), and repeat.

Let A be symmetric with ⟨x, Ax⟩ ≥ m⟨x, x⟩ and m > 0, and let B be nonzero with full row rank. I believe that the mismatch Bx − c then goes to zero from every starting l, provided that 0 < w < 2m/‖B‖². Can this be made rigorous and checked by machine, and is the limit on w a real one?

## Why the mismatch shrinks at every step

Yes to both. Write B† for the adjoint, which is Bᵀ for real matrices, and let

eₖ = Bxₖ − c,  zₖ = xₖ − xₖ₊₁.

Subtracting the fragment equations of two successive steps gives

Azₖ = B†(lₖ₊₁ − lₖ) = wB†eₖ,

and the definition of eₖ gives

eₖ₊₁ = eₖ − Bzₖ.

So it is enough to study the map u ↦ u − Bz, where z satisfies Az = wB†u. Taking the inner product of this equation with z yields

⟨z, Az⟩ = w⟨u, Bz⟩.

Now expand the square and multiply by w:

w‖u − Bz‖² = w‖u‖² − 2w⟨u, Bz⟩ + w‖Bz‖²

= w‖u‖² − 2⟨z, Az⟩ + w‖Bz‖²

≤ w‖u‖² − (2m − w‖B‖²)‖z‖².

The last line uses stability and ‖Bz‖ ≤ ‖B‖‖z‖. Since w > 0, the bracket, called g below, is positive exactly when the step condition holds.

The error therefore never grows. For convergence it is enough that the loss is at least a fixed fraction of ‖u‖², and this is where the proof uses the independence of the matching conditions. Since B is onto, there is a constant C > 0 such that every u equals Bv for some v with ‖v‖ ≤ C‖u‖. Then

‖u‖² = ⟨Bv, u⟩ = ⟨v, B†u⟩ ≤ C‖u‖‖B†u‖,

so ‖u‖ ≤ C‖B†u‖. Combined with Az = wB†u this gives

w‖u‖ ≤ C‖Az‖ ≤ K‖z‖,  K = C(‖A‖ + 1),

where the added 1 only keeps K positive. Inserting this lower bound on ‖z‖ into the energy estimate and dividing by w,

‖u − Bz‖² ≤ (1 − gw/K²)‖u‖².

The factor is below 1 and the same at every step, so ‖eₖ‖² is bounded by a geometric sequence that tends to zero.

**Fragment state and multiplier.** Suppose that (xs, ls) solves the matched problem, Axs = f − B†ls and Bxs = c. With dₖ = lₖ − ls and z = w(xs − xₖ), one finds

Az = wB†dₖ,  dₖ₊₁ = dₖ − Bz.

This is the same map, so dₖ → 0. Stability then controls the state:

m‖xₖ − xs‖² ≤ ⟨xₖ − xs, A(xₖ − xs)⟩ ≤ ‖xₖ − xs‖‖B†‖‖dₖ‖,

hence ‖xₖ − xs‖ ≤ (‖B†‖/m)‖dₖ‖, which also tends to zero.

**At the limiting step.** Take A = m·1, B = 1 and w = 2m. The fragment equation is mxₖ = f − lₖ, so

m(xₖ₊₁ − xₖ) = −2m(xₖ − c),

which means xₖ₊₁ − c = −(xₖ − c). The error flips its sign forever, and a nonzero error never decays. The strict inequality therefore can't be relaxed to include equality for all A and B.

## What the Lean statements say

The fragment variables live in `E` and the matching conditions in `F`, both real Hilbert spaces. Real matrices are the case of Euclidean spaces, where ‖B‖ is the largest singular value.

- `StableWith A m` is the inequality m‖v‖² ≤ ⟨v, Av⟩ for all v. For symmetric A in finite dimension, the best m is the lowest eigenvalue, that is, the stiffness of the softest mode. A fragment that is free to move as a whole has a mode of zero stiffness, so no m > 0 exists and the theorems do not cover it. Symmetry is not required, so your case is included.
- `Function.Surjective B` is full row rank: no matching condition is redundant, and every mismatch can be produced by some displacement of the fragments.
- `IsRun A B f c w x l` says that the sequences `x` and `l` satisfy the fragment equation and the multiplier update at every k. The solves are exact.
- The step condition is `0 < w` together with `w * ‖B‖ ^ 2 < 2 * m`. This is your inequality without the division, and it forces m > 0.

`matching_error_tendsto_zero` is your claim, for every run. `exists_run` adds that, for finite-dimensional `E`, a run exists from each initial multiplier `l₀`. `tendsto_matched_solution` takes a solution of the matched problem as given and proves convergence to it.

The model is linear throughout. In electronic structure it describes fragments with a quadratic energy and linear matching conditions, as near a minimum at which every mode of each fragment has positive stiffness; self-consistent embedding with nonlinear fragment solves is not covered.

```lean
import Mathlib

open Filter Topology
open ContinuousLinearMap (adjoint)

namespace FragmentMatching

variable {E F : Type*} [NormedAddCommGroup E] [InnerProductSpace ℝ E] [CompleteSpace E]
  [NormedAddCommGroup F] [InnerProductSpace ℝ F] [CompleteSpace F]

/-- The fragment operator `A` is stable with constant `m`: `⟨v, A v⟩ ≥ m ⟨v, v⟩`. -/
def StableWith (A : E →L[ℝ] E) (m : ℝ) : Prop :=
  ∀ v, m * ‖v‖ ^ 2 ≤ inner ℝ v (A v)

/-- A run of the multiplier iteration: solve the fragment equations at the current multiplier,
then shift the multiplier by `w` times the matching error `B x - c`. -/
structure IsRun (A : E →L[ℝ] E) (B : E →L[ℝ] F) (f : E) (c : F) (w : ℝ)
    (x : ℕ → E) (l : ℕ → F) : Prop where
  solve : ∀ k, A (x k) = f - adjoint B (l k)
  update : ∀ k, l (k + 1) = l k + w • (B (x k) - c)

variable {A : E →L[ℝ] E} {B : E →L[ℝ] F} {f : E} {c : F} {m w : ℝ} {x : ℕ → E} {l : ℕ → F}

/-- For a fragment operator on a finite-dimensional space that is stable with a constant `m > 0`,
the iteration can be run from every initial multiplier. -/
theorem exists_run [FiniteDimensional ℝ E] (hm : 0 < m) (hA : StableWith A m)
    (B : E →L[ℝ] F) (f : E) (c : F) (w : ℝ) (l₀ : F) :
    ∃ (x : ℕ → E) (l : ℕ → F), l 0 = l₀ ∧ IsRun A B f c w x l := by
  have inj : Function.Injective (A : E →ₗ[ℝ] E) := by
    refine (injective_iff_map_eq_zero _).2 fun v hv => ?_
    have hv' : A v = 0 := hv
    have h : m * ‖v‖ ^ 2 ≤ inner ℝ v (A v) := hA v
    rw [hv', inner_zero_right] at h
    by_contra hne
    have hp : 0 < ‖v‖ := norm_pos_iff.2 hne
    have : 0 < m * ‖v‖ ^ 2 := by positivity
    linarith
  -- in finite dimension an injective operator is also onto
  have surj := LinearMap.injective_iff_surjective.1 inj
  choose S hS using surj
  let L : ℕ → F := fun k => (fun l => l + w • (B (S (f - adjoint B l)) - c))^[k] l₀
  exact ⟨fun k => S (f - adjoint B (L k)), L, rfl,
    ⟨fun k => hS _, fun k => Function.iterate_succ_apply' _ _ _⟩⟩

/-- Energy estimate for one step: if `A` is stable with constant `m`, `w > 0` and `A z = w B† u`,
the squared length of `u - B z` is bounded by that of `u` minus a multiple of the squared length of
`z`. -/
theorem step_energy (hA : StableWith A m) (hw : 0 < w) {u : F} {z : E}
    (hz : A z = w • adjoint B u) :
    w * ‖u - B z‖ ^ 2 ≤ w * ‖u‖ ^ 2 - (2 * m - w * ‖B‖ ^ 2) * ‖z‖ ^ 2 := by
  have h1 : inner ℝ z (A z) = w * inner ℝ u (B z) := by
    rw [hz, inner_smul_right, ContinuousLinearMap.adjoint_inner_right, real_inner_comm]
  have h3 : ‖B z‖ ^ 2 ≤ ‖B‖ ^ 2 * ‖z‖ ^ 2 := by
    rw [← mul_pow]
    exact pow_le_pow_left₀ (norm_nonneg _) (B.le_opNorm z) 2
  have h4 : m * ‖z‖ ^ 2 ≤ inner ℝ z (A z) := hA z
  rw [h1] at h4
  have h5 := mul_le_mul_of_nonneg_left h3 hw.le
  rw [norm_sub_sq_real]
  nlinarith [h4, h5]

/-- If `A` is stable with constant `m`, the matching conditions are independent, `0 < w` and `w ‖B‖²
< 2 m`, then one step contracts squared lengths by a uniform factor `q < 1`. -/
theorem step_contraction (hA : StableWith A m) (hB : Function.Surjective B) (hw : 0 < w)
    (hw2 : w * ‖B‖ ^ 2 < 2 * m) :
    ∃ q : ℝ, 0 ≤ q ∧ q < 1 ∧ ∀ (u : F) (z : E), A z = w • adjoint B u →
      ‖u - B z‖ ^ 2 ≤ q * ‖u‖ ^ 2 := by
  obtain ⟨C, hC, hpre⟩ := B.exists_preimage_norm_le hB
  -- surjectivity of B bounds its adjoint from below
  have low : ∀ u, ‖u‖ ≤ C * ‖adjoint B u‖ := by
    intro u
    obtain ⟨v, hv, hvn⟩ := hpre u
    have h1 : inner ℝ v (adjoint B u) = ‖u‖ ^ 2 := by
      rw [ContinuousLinearMap.adjoint_inner_right, hv, real_inner_self_eq_norm_sq]
    have h2 := real_inner_le_norm v (adjoint B u)
    have h3 := mul_le_mul_of_nonneg_right hvn (norm_nonneg (adjoint B u))
    by_contra h
    have hlt := not_le.1 h
    have hu : 0 < ‖u‖ := lt_of_le_of_lt (by positivity) hlt
    nlinarith [mul_lt_mul_of_pos_left hlt hu]
  obtain ⟨K, hKd⟩ : ∃ K, K = C * (‖A‖ + 1) := ⟨_, rfl⟩
  have hK : 0 < K := by rw [hKd]; positivity
  obtain ⟨g, hgd⟩ : ∃ g, g = 2 * m - w * ‖B‖ ^ 2 := ⟨_, rfl⟩
  have hg : 0 < g := by linarith
  have hd : 0 < g * w / K ^ 2 := by positivity
  refine ⟨max 0 (1 - g * w / K ^ 2), le_max_left _ _,
    max_lt one_pos (by linarith), fun u z hz => ?_⟩
  have h1 : w * ‖u‖ ≤ K * ‖z‖ := by
    calc w * ‖u‖ ≤ w * (C * ‖adjoint B u‖) := mul_le_mul_of_nonneg_left (low u) hw.le
      _ = C * ‖A z‖ := by rw [hz, norm_smul, Real.norm_of_nonneg hw.le]; ring
      _ ≤ C * ((‖A‖ + 1) * ‖z‖) :=
          mul_le_mul_of_nonneg_left (by nlinarith [A.le_opNorm z, norm_nonneg z]) hC.le
      _ = K * ‖z‖ := by rw [hKd]; ring
  have h2 := pow_le_pow_left₀ (by positivity) h1 2
  have h3 := step_energy hA hw hz
  rw [← hgd] at h3
  have h4 : g * w / K ^ 2 * ‖u‖ ^ 2 * w ≤ g * ‖z‖ ^ 2 := by
    have e : g * w / K ^ 2 * ‖u‖ ^ 2 * w = g * ((w * ‖u‖) ^ 2 / K ^ 2) := by ring
    rw [e]
    refine mul_le_mul_of_nonneg_left ?_ hg.le
    rw [div_le_iff₀ (by positivity)]
    nlinarith [h2]
  have h5 : ‖u - B z‖ ^ 2 ≤ (1 - g * w / K ^ 2) * ‖u‖ ^ 2 := by
    refine le_of_mul_le_mul_left ?_ hw
    nlinarith [h3, h4]
  exact h5.trans (mul_le_mul_of_nonneg_right (le_max_right _ _) (sq_nonneg _))

/-- An error whose squared length shrinks by a fixed factor `q < 1` per step tends to zero. -/
theorem tendsto_zero_of_contraction {G : Type*} [NormedAddCommGroup G] {e : ℕ → G} {q : ℝ}
    (h0 : 0 ≤ q) (h1 : q < 1) (h : ∀ k, ‖e (k + 1)‖ ^ 2 ≤ q * ‖e k‖ ^ 2) :
    Tendsto e atTop (𝓝 0) := by
  have hk : ∀ k, ‖e k‖ ^ 2 ≤ q ^ k * ‖e 0‖ ^ 2 := by
    intro k
    induction k with
    | zero => simp
    | succ k ih =>
      calc ‖e (k + 1)‖ ^ 2 ≤ q * ‖e k‖ ^ 2 := h k
        _ ≤ q * (q ^ k * ‖e 0‖ ^ 2) := mul_le_mul_of_nonneg_left ih h0
        _ = q ^ (k + 1) * ‖e 0‖ ^ 2 := by ring
  have ht := (tendsto_pow_atTop_nhds_zero_of_lt_one h0 h1).mul_const (‖e 0‖ ^ 2)
  rw [zero_mul] at ht
  have hs := (squeeze_zero (fun k => sq_nonneg ‖e k‖) hk ht).sqrt
  simp only [Real.sqrt_sq, norm_nonneg, Real.sqrt_zero] at hs
  exact tendsto_zero_iff_norm_tendsto_zero.2 hs

/-- For a stable fragment operator, independent matching conditions and a step `w > 0` with
`w ‖B‖² < 2 m`, the matching error `B x - c` tends to zero along every run. -/
theorem matching_error_tendsto_zero (hA : StableWith A m) (hB : Function.Surjective B)
    (hw : 0 < w) (hw2 : w * ‖B‖ ^ 2 < 2 * m) (hrun : IsRun A B f c w x l) :
    Tendsto (fun k => B (x k) - c) atTop (𝓝 0) := by
  obtain ⟨q, h0, h1, hq⟩ := step_contraction hA hB hw hw2
  refine tendsto_zero_of_contraction h0 h1 fun k => ?_
  -- the change of the fragment state is driven by the matching error
  have hz : A (x k - x (k + 1)) = w • adjoint B (B (x k) - c) := by
    rw [map_sub A (x k) (x (k + 1)), hrun.solve k, hrun.solve (k + 1), hrun.update k,
      map_add, map_smul]
    abel
  have e : B (x (k + 1)) - c = B (x k) - c - B (x k - x (k + 1)) := by
    rw [map_sub]; abel
  show ‖B (x (k + 1)) - c‖ ^ 2 ≤ q * ‖B (x k) - c‖ ^ 2
  rw [e]
  exact hq _ _ hz

/-- Under the same conditions the fragment state and the multiplier converge to any
solution `(xs, ls)` of the matched fragment equations. -/
theorem tendsto_matched_solution (hA : StableWith A m) (hB : Function.Surjective B)
    (hw : 0 < w) (hw2 : w * ‖B‖ ^ 2 < 2 * m) (hrun : IsRun A B f c w x l)
    {xs : E} {ls : F} (hs : A xs = f - adjoint B ls) (hc : B xs = c) :
    Tendsto x atTop (𝓝 xs) ∧ Tendsto l atTop (𝓝 ls) := by
  obtain ⟨q, h0, h1, hq⟩ := step_contraction hA hB hw hw2
  have hm : 0 < m := by nlinarith [mul_nonneg hw.le (sq_nonneg ‖B‖)]
  -- the multiplier error obeys the same contraction
  have hl : Tendsto (fun k => l k - ls) atTop (𝓝 0) := by
    refine tendsto_zero_of_contraction h0 h1 fun k => ?_
    have hz : A (w • (xs - x k)) = w • adjoint B (l k - ls) := by
      rw [map_smul, map_sub A xs (x k), hs, hrun.solve k, map_sub]
      congr 1
      abel
    have e : l (k + 1) - ls = l k - ls - B (w • (xs - x k)) := by
      rw [hrun.update k, map_smul, map_sub, hc]; module
    show ‖l (k + 1) - ls‖ ^ 2 ≤ q * ‖l k - ls‖ ^ 2
    rw [e]
    exact hq _ _ hz
  have hn := hl.norm
  rw [norm_zero] at hn
  -- stability bounds the state error by the multiplier error
  have hd : ∀ k, ‖x k - xs‖ ≤ ‖adjoint B‖ / m * ‖l k - ls‖ := by
    intro k
    have hAd : A (x k - xs) = -adjoint B (l k - ls) := by
      rw [map_sub A (x k) xs, hrun.solve k, hs, map_sub]; abel
    have h2 : m * ‖x k - xs‖ ^ 2 ≤ inner ℝ (x k - xs) (A (x k - xs)) := hA _
    have h3 := real_inner_le_norm (x k - xs) (A (x k - xs))
    have h4 : ‖A (x k - xs)‖ ≤ ‖adjoint B‖ * ‖l k - ls‖ := by
      rw [hAd, norm_neg]; exact (adjoint B).le_opNorm _
    rw [div_mul_eq_mul_div, le_div_iff₀ hm]
    rcases (norm_nonneg (x k - xs)).eq_or_lt with hz | hp
    · rw [← hz, zero_mul]; positivity
    · refine le_of_mul_le_mul_left ?_ hp
      nlinarith [mul_le_mul_of_nonneg_left h4 hp.le]
  have hb := hn.const_mul (‖adjoint B‖ / m)
  rw [mul_zero] at hb
  exact ⟨tendsto_iff_norm_sub_tendsto_zero.2 (squeeze_zero (fun _ => norm_nonneg _) hd hb),
    tendsto_iff_norm_sub_tendsto_zero.2 hn⟩

/-- For `m > 0`, `A = m` and `B = 1` with the step `w = 2 m`, the size of the matching error stays
at its initial value. -/
theorem error_constant_at_threshold {c : E} {l : ℕ → E} (hm : 0 < m)
    (hrun : IsRun (m • ContinuousLinearMap.id ℝ E) (ContinuousLinearMap.id ℝ E)
      f c (2 * m) x l) (k : ℕ) : ‖x k - c‖ = ‖x 0 - c‖ := by
  have hadj : ∀ v : E, adjoint (ContinuousLinearMap.id ℝ E) v = v := fun v =>
    ext_inner_left ℝ fun u => by rw [ContinuousLinearMap.adjoint_inner_right]; rfl
  have hsol : ∀ j, m • x j = f - l j := by
    intro j
    have h := hrun.solve j
    rw [hadj] at h
    exact h
  induction k with
  | zero => rfl
  | succ k ih =>
    have h3 : l (k + 1) = l k + (2 * m) • (x k - c) := hrun.update k
    -- the error changes sign at each step
    have flip : x (k + 1) - c = -(x k - c) := by
      apply smul_right_injective E hm.ne'
      show m • (x (k + 1) - c) = m • (-(x k - c))
      linear_combination (norm := module) hsol (k + 1) - h3 - hsol k
    rw [flip, norm_neg, ih]

end FragmentMatching
```

```lean
#print axioms FragmentMatching.exists_run
-- 'FragmentMatching.exists_run' depends on axioms: [propext, Classical.choice, Quot.sound]
#print axioms FragmentMatching.matching_error_tendsto_zero
-- 'FragmentMatching.matching_error_tendsto_zero' depends on axioms: [propext, Classical.choice, Quot.sound]
#print axioms FragmentMatching.tendsto_matched_solution
-- 'FragmentMatching.tendsto_matched_solution' depends on axioms: [propext, Classical.choice, Quot.sound]
#print axioms FragmentMatching.error_constant_at_threshold
-- 'FragmentMatching.error_constant_at_threshold' depends on axioms: [propext, Classical.choice, Quot.sound]
```

## How the proof follows the calculation

`exists_run` first shows that A is injective: if Av = 0 with v ≠ 0, stability would give 0 < m‖v‖² ≤ 0. In finite dimension A is then also onto, `choose` picks a solution map `S`, and the multipliers are obtained by iterating the update from `l₀`.

`step_energy` is the expansion of the square. Its `h1` is ⟨z, Az⟩ = w⟨u, Bz⟩, `h3` is the bound on ‖Bz‖², and `nlinarith` combines them with stability.

`step_contraction` produces the uniform factor. The constant `C` comes from `exists_preimage_norm_le`, a form of the open mapping theorem, and `low` is the estimate ‖u‖ ≤ C‖B†u‖. The `calc` block proves w‖u‖ ≤ K‖z‖, and `h5` is the final inequality. The factor q is the maximum of 0 and 1 − gw/K², so that its powers can safely be used as bounds.

`tendsto_zero_of_contraction` turns the one-step bound into ‖eₖ‖² ≤ qᵏ‖e₀‖² by induction, squeezes it to zero and takes the square root.

In `matching_error_tendsto_zero`, `hz` and `e` are the two relations for zₖ and eₖ₊₁ from the start of the derivation. `tendsto_matched_solution` applies the same contraction to lₖ − ls, and its `hd` is the bound on the state error. In `error_constant_at_threshold`, `flip` is the sign change, obtained by a linear combination of two fragment equations and one update.

## The update in a program

A is usually block diagonal, one block per fragment, so each block can be factorised once and the solves run in parallel. One cycle is then:

1. Solve each fragment with the load f − Bᵀl.
2. Form the residual r = Bx − c and stop if ‖r‖ is below the tolerance.
3. Replace l by l + wr.

The sign in the third line belongs to the convention f − Bᵀl in the first; if one is reversed, the other must be too.

For a safe w, take m as the lowest eigenvalue over all the symmetric fragment blocks. If two fragments share p variables and the conditions equate the copies one by one, then BBᵀ = 2·1 and ‖B‖² = 2, so the condition becomes 0 < w < m. For a particular A and B a larger step may still converge, because the bound uses only m and ‖B‖.

Redundant conditions fall outside the theorems. If three fragments share one variable and all three pairs are equated, one of the three rows of B follows from the other two, and full row rank fails. The mismatch still tends to zero under the same step condition, because it stays in the range of B, where Bᵀ is bounded below, but the multiplier of the matched problem is no longer unique. Removing that row restores the hypothesis without changing the matching that is imposed.
